# Between two distinct Morse bond lengths beyond $r + \log 2/a$, the secant curvature is negative

Take the Morse potential $V(x) = (1 - e^{-x})^2$, with $x$ measured from the equilibrium bond length, so that the minimum is at $x = 0$, and two stretched bonds, $x = \log 2$ and $u = 2\log 2$. The exponential $e^{-x}$ is $1/2$ at the first and $1/4$ at the second. Since $V'(x) = 2e^{-x}(1 - e^{-x})$, the gradients are $1/2$ and $3/8$: the bond got longer and the gradient got smaller. The secant estimate of the second derivative is therefore negative,

$$B = \frac{3/8 - 1/2}{\log 2} = -\frac{1}{8\log 2},$$

and the quasi-Newton step $-V'(u)/B = 3\log 2$ points outward. It takes the bond from $2\log 2$ to $5\log 2$ and raises the energy from $9/16$ to $(31/32)^2$, although the minimum lies the other way.

The Lean file below proves that the same happens for any two distinct bond lengths at or beyond $r + \log 2/a$, for every well depth $D > 0$, range parameter $a > 0$ and equilibrium length $r$: the secant estimate is negative, and the step lengthens the bond and raises the energy. It bears on geometry optimisation through a one-dimensional model: a single Morse bond and a full quasi-Newton step, with no line search, step limit or correction of the Hessian.

## The potential and its secant curvature

```lean
import Mathlib

open Real

namespace MorseSecantCurvature

noncomputable section
```

Mathlib is loaded, and `open Real` lets `exp` and `log` stand for the real exponential and the natural logarithm.

```lean
/-- The Morse exponential `exp(-a (x - r))` at bond length `x`, with equilibrium length `r`. -/
def morseFactor (a r x : ℝ) : ℝ := exp (-(a * (x - r)))
```

This is $p(x) = e^{-a(x-r)}$. Lengths are plain real numbers without units, and negative values are allowed. Below, $p$ and $q$ denote the values of this exponential at $x$ and $u$.

```lean
/-- The Morse potential with well depth `D`, range parameter `a` and equilibrium length `r`. -/
def morse (D a r x : ℝ) : ℝ := D * (1 - morseFactor a r x) ^ 2
```

In ordinary notation, $V(x) = D(1 - p(x))^2$, with its zero of energy at the minimum.

```lean
/-- The bond length `r + log 2 / a`. -/
def thresholdLength (a r : ℝ) : ℝ := r + log 2 / a
```

The threshold is $r + \log 2/a$. It is the inflection point of the potential; among stretched bonds, the pull back towards equilibrium is strongest there.

```lean
/-- The secant curvature of a potential `V` between `x` and `u`:
the change of gradient times the step. -/
def secantCurvature (V : ℝ → ℝ) (x u : ℝ) : ℝ := (deriv V u - deriv V x) * (u - x)
```

For any function `V` from reals to reals, the secant curvature is $(V'(u) - V'(x))(u - x)$. Here `deriv V` is the actual derivative, not a formula supplied by hand. When $x \ne u$, a positive Hessian estimate $B$ can satisfy the secant equation $B(u - x) = V'(u) - V'(x)$ only if this number is positive, which is the curvature condition of quasi-Newton methods.

## Two facts about the exponential

```lean
/-- The Morse exponential strictly decreases as the bond is stretched. -/
theorem morseFactor_lt {a r x u : ℝ} (ha : 0 < a) (h : x < u) :
    morseFactor a r u < morseFactor a r x := by
  have h1 := mul_lt_mul_of_pos_left h ha
  exact exp_lt_exp.mpr (by linarith)
```

A theorem in Lean lists its hypotheses before the final colon and its conclusion after it. This one says that if $a > 0$ and $x < u$, then $q < p$. By hand: $ax < au$, so $-a(u-r) < -a(x-r)$, and the exponential preserves the order. The tactic `linarith` does the linear arithmetic.

```lean
/-- The Morse exponential is at least one half exactly up to the threshold length,
and at most one half exactly from there on. -/
theorem morseFactor_half {a r x : ℝ} (ha : 0 < a) :
    (1 / 2 ≤ morseFactor a r x ↔ x ≤ thresholdLength a r) ∧
    (morseFactor a r x ≤ 1 / 2 ↔ thresholdLength a r ≤ x) := by
  have h2 : (1 / 2 : ℝ) = exp (-log 2) := by
    rw [exp_neg, exp_log (by norm_num : (0 : ℝ) < 2)]
    norm_num
  have hl : a * (log 2 / a) = log 2 := by field_simp
  unfold morseFactor thresholdLength
  rw [h2, exp_le_exp, exp_le_exp]
  refine ⟨⟨fun h => ?_, fun h => ?_⟩, ⟨fun h => ?_, fun h => ?_⟩⟩
  · have h3 : a * (x - r) ≤ a * (log 2 / a) := by linarith
    linarith [le_of_mul_le_mul_left h3 ha]
  · have h3 := mul_le_mul_of_nonneg_left (show x - r ≤ log 2 / a by linarith) ha.le
    linarith
  · have h3 : a * (log 2 / a) ≤ a * (x - r) := by linarith
    linarith [le_of_mul_le_mul_left h3 ha]
  · have h3 := mul_le_mul_of_nonneg_left (show log 2 / a ≤ x - r by linarith) ha.le
    linarith
```

The symbols `↔` and `∧` mean "if and only if" and "and". Writing $1/2 = e^{-\log 2}$ and comparing exponents gives

$$p \ge \tfrac12 \iff a(x - r) \le \log 2 \iff x \le r + \tfrac{\log 2}{a},$$

and the same with all the inequalities reversed. The four bullets are the four directions of these two equivalences.

## The gradient and the exact sign criterion

```lean
/-- The gradient of the Morse potential is `2 D a p (1 - p)`, with `p` the Morse exponential. -/
theorem hasDerivAt_morse (D a r x : ℝ) :
    HasDerivAt (morse D a r)
      (2 * D * a * morseFactor a r x * (1 - morseFactor a r x)) x := by
  have h1 : HasDerivAt (fun y : ℝ => -(a * (y - r))) (-(a * 1)) x :=
    (((hasDerivAt_id' x).sub_const r).const_mul a).fun_neg
  have h2 := ((h1.exp.const_sub 1).fun_pow 2).const_mul D
  have h3 : HasDerivAt (morse D a r) _ x := h2
  convert h3 using 1
  simp only [morseFactor]
  push_cast
  ring
```

`HasDerivAt` states that the derivative exists at `x` and has the given value. Since $p' = -ap$, the chain rule gives

$$V'(x) = 2D(1-p)(-p') = 2Da\,p(1-p).$$

The proof builds the derivative from the inside out, and `ring` matches the result to this form.

```lean
/-- Exact criterion: between two distinct bond lengths the secant curvature is positive if and
only if the two Morse exponentials sum to more than one, and negative if and only if they sum
to less than one. -/
theorem secantCurvature_sign {D a r x u : ℝ} (hD : 0 < D) (ha : 0 < a) (hxu : x ≠ u) :
    (0 < secantCurvature (morse D a r) x u ↔ 1 < morseFactor a r x + morseFactor a r u) ∧
    (secantCurvature (morse D a r) x u < 0 ↔ morseFactor a r x + morseFactor a r u < 1) := by
  -- the exponential decreases, so its change is opposite to the step
  have hk : 0 < (morseFactor a r x - morseFactor a r u) * (u - x) := by
    rcases lt_or_gt_of_ne hxu with h | h
    · exact mul_pos (sub_pos.2 (morseFactor_lt ha h)) (sub_pos.2 h)
    · exact mul_pos_of_neg_of_neg (sub_neg.2 (morseFactor_lt ha h)) (sub_neg.2 h)
  have hc : 0 < 2 * D * a * ((morseFactor a r x - morseFactor a r u) * (u - x)) :=
    mul_pos (by positivity) hk
  -- factorisation of the secant curvature
  have he : secantCurvature (morse D a r) x u =
      2 * D * a * ((morseFactor a r x - morseFactor a r u) * (u - x)) *
        (morseFactor a r x + morseFactor a r u - 1) := by
    unfold secantCurvature
    rw [(hasDerivAt_morse D a r u).deriv, (hasDerivAt_morse D a r x).deriv]
    ring
  rw [he]
  refine ⟨⟨fun h => ?_, fun h => mul_pos hc (by linarith)⟩,
    ⟨fun h => ?_, fun h => mul_neg_of_pos_of_neg hc (by linarith)⟩⟩
  · by_contra h'
    have h3 := mul_nonneg hc.le (sub_nonneg.2 (not_lt.1 h'))
    linarith
  · by_contra h'
    have h3 := mul_nonneg hc.le (sub_nonneg.2 (not_lt.1 h'))
    linarith
```

For distinct lengths, the curvature is positive exactly when $p + q > 1$ and negative exactly when $p + q < 1$. Inserting the gradients and factoring,

$$q(1-q) - p(1-p) = (p - q)(p + q - 1),$$

so that

$$(V'(u) - V'(x))(u - x) = 2Da\,(p - q)(u - x)\,(p + q - 1).$$

If $u > x$, then $p > q$; if $u < x$, then $p < q$. Either way $(p-q)(u-x) > 0$, which is `hk`. With the positive prefactor included it becomes `hc`, and `he` is the factorisation. Only $p + q - 1$ can then set the sign.

When $u$ approaches $x$, the criterion turns into $2p > 1$ or $2p < 1$, the sign condition for the ordinary second derivative $V'' = 2Da^2p(2p-1)$.

## Both lengths on the same side of the threshold

```lean
/-- The secant curvature of the Morse potential is positive between any two distinct bond lengths
up to `r + log 2 / a`, and negative between any two distinct bond lengths from there on. -/
theorem morse_curvature_condition {D a r : ℝ} (hD : 0 < D) (ha : 0 < a) :
    (∀ x u, x ≤ thresholdLength a r → u ≤ thresholdLength a r → x ≠ u →
      0 < secantCurvature (morse D a r) x u) ∧
    (∀ x u, thresholdLength a r ≤ x → thresholdLength a r ≤ u → x ≠ u →
      secantCurvature (morse D a r) x u < 0) := by
  constructor
  · intro x u hx hu hxu
    rw [(secantCurvature_sign hD ha hxu).1]
    have h1 := (morseFactor_half ha).1.2 hx
    have h2 := (morseFactor_half ha).1.2 hu
    rcases lt_or_gt_of_ne hxu with h | h
    · linarith [morseFactor_lt (r := r) ha h]
    · linarith [morseFactor_lt (r := r) ha h]
  · intro x u hx hu hxu
    rw [(secantCurvature_sign hD ha hxu).2]
    have h1 := (morseFactor_half ha).2.2 hx
    have h2 := (morseFactor_half ha).2.2 hu
    rcases lt_or_gt_of_ne hxu with h | h
    · linarith [morseFactor_lt (r := r) ha h]
    · linarith [morseFactor_lt (r := r) ha h]
```

The symbol `∀` means "for all", and the chained arrows list conditions. Two distinct lengths up to the threshold have positive secant curvature; two distinct lengths from the threshold on have negative secant curvature.

In the first case $p$ and $q$ are both at least $1/2$. They differ because the lengths differ, so at least one exceeds $1/2$ and $p + q > 1$. The second case is the mirror image. The threshold itself may be one of the two lengths in either case; the proof uses the strict inequality from `morseFactor_lt` to rule out $p + q = 1$.

It would be wrong to conclude that one length beyond the threshold is enough for negative curvature. When the lengths lie on opposite sides, the sum $p + q$ decides.

```lean
/-- If one bond length is at or below equilibrium, the secant curvature to any other bond length
is positive. -/
theorem secantCurvature_pos_of_compressed {D a r x u : ℝ} (hD : 0 < D) (ha : 0 < a)
    (hx : x ≤ r) (hxu : x ≠ u) : 0 < secantCurvature (morse D a r) x u := by
  rw [(secantCurvature_sign hD ha hxu).1]
  have h1 : 1 ≤ morseFactor a r x :=
    one_le_exp (by linarith [mul_nonneg ha.le (sub_nonneg.2 hx)])
  have h2 : 0 < morseFactor a r u := exp_pos _
  linarith
```

If $x \le r$, then $p \ge 1$. Since $q > 0$ at every finite length, $p + q > 1$ and the curvature is positive, however far the other length is stretched. With $x = r$ and $u$ going to infinity, the sum approaches $1$ from above without reaching it.

## The step that lengthens the bond

```lean
/-- For two distinct bond lengths at or beyond `r + log 2 / a`, a Hessian estimate `B` that solves
the secant equation is negative, and the quasi-Newton step from `u` built with it lengthens the
bond and raises the energy. -/
theorem quasiNewton_step_climbs {D a r x u B : ℝ} (hD : 0 < D) (ha : 0 < a)
    (hx : thresholdLength a r ≤ x) (hu : thresholdLength a r ≤ u) (hxu : x ≠ u)
    (hB : B * (u - x) = deriv (morse D a r) u - deriv (morse D a r) x) :
    B < 0 ∧ u < u - deriv (morse D a r) u / B ∧
      morse D a r u < morse D a r (u - deriv (morse D a r) u / B) := by
  -- negative secant curvature forces a negative Hessian estimate
  have hneg := (morse_curvature_condition hD ha).2 x u hx hu hxu
  unfold secantCurvature at hneg
  rw [← hB] at hneg
  have hB0 : B < 0 := by
    by_contra h
    have h3 := mul_nonneg (not_lt.1 h) (sq_nonneg (u - x))
    nlinarith
  -- the gradient is positive and `B` is negative, so the step stretches the bond
  have hp : 0 < morseFactor a r u := exp_pos _
  have hp2 := (morseFactor_half ha).2.2 hu
  have hg : 0 < deriv (morse D a r) u := by
    rw [(hasDerivAt_morse D a r u).deriv]
    exact mul_pos (by positivity) (by linarith)
  have hstep : u < u - deriv (morse D a r) u / B := by
    linarith [div_neg_of_pos_of_neg hg hB0]
  refine ⟨hB0, hstep, ?_⟩
  -- beyond equilibrium a longer bond has higher energy
  have hq := morseFactor_lt (r := r) ha hstep
  unfold morse at hq ⊢
  refine mul_lt_mul_of_pos_left ?_ hD
  exact pow_lt_pow_left₀ (by linarith) (by linarith) (by norm_num)

end

end MorseSecantCurvature
```

The hypothesis `hB` is the secant equation $B(u - x) = V'(u) - V'(x)$. In one dimension it fixes $B$, because $x \ne u$. The conclusion has three parts: $B$ is negative, the new length $w = u - V'(u)/B$ exceeds $u$, and $V(w) > V(u)$.

1. Multiplying the secant equation by $u - x$ gives $B(u-x)^2 < 0$ by `morse_curvature_condition`, so $B < 0$. Lean assumes the contrary and finds a contradiction.
2. Beyond the threshold $0 < q \le 1/2$, so $V'(u) = 2Da\,q(1-q) > 0$. Hence $V'(u)/B < 0$ and $w > u$.
3. The exponential at $w$ is smaller than $q$, so $1 - p(w) > 1 - q > 0$. Squaring and multiplying by $D$ gives $V(w) > V(u)$.

The theorem concerns this single step. Practical optimisers usually guard against it, for instance by skipping or damping an update whose curvature is not positive.

```lean
#print axioms MorseSecantCurvature.morse_curvature_condition
#print axioms MorseSecantCurvature.secantCurvature_pos_of_compressed
#print axioms MorseSecantCurvature.quasiNewton_step_climbs
```

```
'MorseSecantCurvature.morse_curvature_condition' depends on axioms: [propext, Classical.choice, Quot.sound]
'MorseSecantCurvature.secantCurvature_pos_of_compressed' depends on axioms: [propext, Classical.choice, Quot.sound]
'MorseSecantCurvature.quasiNewton_step_climbs' depends on axioms: [propext, Classical.choice, Quot.sound]
```
